# Closed form for the characteristic function of a thermal Franck–Condon band, centred and scaled to unit width

Take one harmonic mode whose equilibrium position, but not frequency, changes in an electronic transition, with Huang–Rhys factor S and thermal occupation n. Its absorption band is a sum of contributions in which j vibrational quanta are created and k absorbed, weighted by a product of Poisson weights with means S(n + 1) and Sn. Each contribution lies at energy j − k, in vibrational quanta from the zero-phonon line, so all pairs with the same j − k add to one line. `standardBand_eq` states that, once the band's centre S is moved to zero and its energy axis is divided by the standard deviation s = √(S(2n + 1)), its characteristic function at t is the exponential of S(n + 1)(exp(it/s) − 1) + Sn(exp(−it/s) − 1) − itS/s. The physical reading takes S > 0 and n ≥ 0, though the theorem is stated for all real S, n and t. The proof takes the sum already found for the unshifted band, at t/s, multiplies it by the phase exp(−itS/s), and tries to match the terms and the total with those required.

An attempt in Lean 4 with a fault in it:

```lean
import Mathlib

open Filter Topology

namespace ThermalFranckCondon

noncomputable section

/-- Weight of the contribution in which `p.1` quanta are created and `p.2` absorbed: a product of
Poisson weights with means `S (n + 1)` and `S n`, for `S ≥ 0` and thermal occupation `n ≥ 0`. -/
def lineWeight (S n : ℝ) (p : ℕ × ℕ) : ℝ :=
  Real.exp (-(S * (2 * n + 1))) * ((S * (n + 1)) ^ p.1 / (p.1.factorial : ℝ)) *
    ((S * n) ^ p.2 / (p.2.factorial : ℝ))

/-- The width `s = √(S (2n + 1))` of the thermal band, in units of the vibrational quantum. -/
def bandWidth (S n : ℝ) : ℝ := Real.sqrt (S * (2 * n + 1))

/-- Characteristic function of the band after its centre is moved from `S` to zero and
its energy axis is divided by the width, for `S > 0` and `n ≥ 0`. -/
def standardBand (S n t : ℝ) : ℂ :=
  ∑' p : ℕ × ℕ, (lineWeight S n p : ℂ) *
    Complex.exp (Complex.I * t * (((p.1 : ℂ) - p.2 - S) / bandWidth S n))

/-- The exponent `S(n+1)(exp(it/s) - 1) + S n (exp(-it/s) - 1) - i t S/s`,
for `S > 0` and `n ≥ 0`. -/
def bandExponent (S n t : ℝ) : ℂ :=
  S * (n + 1) * (Complex.exp (Complex.I * (t / bandWidth S n)) - 1) +
    S * n * (Complex.exp (-(Complex.I * (t / bandWidth S n))) - 1) -
    Complex.I * (t / bandWidth S n) * S

/-- Two absolutely convergent series multiply to a double series. -/
theorem hasSum_product {K : Type*} [NormedField K] [CompleteSpace K] {f g : ℕ → K} {a b : K}
    (hf : HasSum f a) (hg : HasSum g b) (nf : Summable fun k => ‖f k‖)
    (ng : Summable fun k => ‖g k‖) :
    HasSum (fun p : ℕ × ℕ => f p.1 * g p.2) (a * b) := by
  have hs := summable_mul_of_summable_norm nf ng
  exact HasSum.mul hf hg hs

/-- The double series with terms `a^j/j! * (b^k/k!)` over all pairs `(j, k)` sums to `exp a * exp
b`. -/
theorem hasSum_two_exponentials (a b : ℂ) :
    HasSum (fun p : ℕ × ℕ => a ^ p.1 / (p.1.factorial : ℂ) * (b ^ p.2 / (p.2.factorial : ℂ)))
      (Complex.exp a * Complex.exp b) := by
  have h : ∀ z : ℂ, HasSum (fun k : ℕ => z ^ k / (k.factorial : ℂ)) (Complex.exp z) := by
    intro z
    rw [Complex.exp_eq_exp_ℂ]
    exact NormedSpace.expSeries_div_hasSum_exp z
  have hn : ∀ z : ℂ, Summable (fun k : ℕ => ‖z ^ k / (k.factorial : ℂ)‖) := by
    intro z
    simp only [norm_div, norm_pow, Complex.norm_natCast]
    exact Real.summable_pow_div_factorial ‖z‖
  have q := hasSum_product (h a) (h b) (hn a) (hn b)
  exact q

/-- Summing the line spectrum with phases `exp(iτ(j - k))` gives the closed form of the
thermal Franck-Condon generating function. -/
theorem hasSum_thermal_band (S n τ : ℝ) :
    HasSum (fun p : ℕ × ℕ => (lineWeight S n p : ℂ) *
        Complex.exp (Complex.I * τ * ((p.1 : ℂ) - p.2)))
      (Complex.exp (S * (n + 1) * (Complex.exp (Complex.I * τ) - 1) +
        S * n * (Complex.exp (-(Complex.I * τ)) - 1))) := by
  have h := (hasSum_two_exponentials (S * (n + 1) * Complex.exp (Complex.I * τ))
    (S * n * Complex.exp (-(Complex.I * τ)))).mul_left
      (Complex.exp (-((S : ℂ) * (2 * n + 1))))
  convert h using 1
  · rfl
  · funext p
    -- each created or absorbed quantum contributes one phase factor
    have e : Complex.exp (Complex.I * τ * ((p.1 : ℂ) - p.2)) =
        Complex.exp (Complex.I * τ) ^ p.1 * Complex.exp (-(Complex.I * τ)) ^ p.2 := by
      rw [← Complex.exp_nat_mul, ← Complex.exp_nat_mul, ← Complex.exp_add]
      congr 1
      ring
    rw [e, lineWeight]
    push_cast
    simp only [mul_pow]
    ring
  · rw [← Complex.exp_add, ← Complex.exp_add]
    congr 1
    ring

/-- The characteristic function of the standardized band is the exponential of
`bandExponent`. -/
theorem standardBand_eq (S n t : ℝ) :
    standardBand S n t = Complex.exp (bandExponent S n t) := by
  have h := (hasSum_thermal_band S n (t / bandWidth S n)).mul_right
    (Complex.exp (-(Complex.I * (t / bandWidth S n) * S)))
  rw [standardBand, bandExponent]
  refine HasSum.tsum_eq ?_
  convert h using 1
  · funext p
    rw [mul_assoc, ← Complex.exp_add]
    congr 2
    push_cast
    ring
  · rw [← Complex.exp_add]
    congr 1
    push_cast
    ring

end

end ThermalFranckCondon
```

Compiling this gives:

```
Main.lean:91:4: error: Tactic `apply` failed: could not unify the conclusion of `@funext`
  ?f = ?g
with the goal
  Complex.instAddCommMonoid =
    Complex.instNonUnitalCommRing.toNonUnitalNonAssocCommRing.toNonUnitalNonAssocSemiring.toAddCommMonoid

Note: The full type of `@funext` is
  ∀ {α : Sort ?u.27} {β : α → Sort ?u.26} {f g : (x : α) → β x}, (∀ (x : α), f x = g x) → f = g

case e'_3
S n t : ℝ
h :
  HasSum
    (fun i =>
      ↑(lineWeight S n i) * Complex.exp (Complex.I * ↑(t / bandWidth S n) * (↑i.1 - ↑i.2)) *
        Complex.exp (-(Complex.I * (↑t / ↑(bandWidth S n)) * ↑S)))
    (Complex.exp
        (↑S * (↑n + 1) * (Complex.exp (Complex.I * ↑(t / bandWidth S n)) - 1) +
          ↑S * ↑n * (Complex.exp (-(Complex.I * ↑(t / bandWidth S n))) - 1)) *
      Complex.exp (-(Complex.I * (↑t / ↑(bandWidth S n)) * ↑S)))
⊢ Complex.instAddCommMonoid =
    Complex.instNonUnitalCommRing.toNonUnitalNonAssocCommRing.toNonUnitalNonAssocSemiring.toAddCommMonoid
Main.lean:96:8: error: Tactic `rewrite` failed: Did not find an occurrence of the pattern
  Complex.exp ?x * Complex.exp ?y
in the target expression
  (fun p => ↑(lineWeight S n p) * Complex.exp (Complex.I * ↑t * ((↑p.1 - ↑p.2 - ↑S) / ↑(bandWidth S n)))) = fun i =>
    ↑(lineWeight S n i) * Complex.exp (Complex.I * ↑(t / bandWidth S n) * (↑i.1 - ↑i.2)) *
      Complex.exp (-(Complex.I * (↑t / ↑(bandWidth S n)) * ↑S))

case e'_5
S n t : ℝ
h :
  HasSum
    (fun i =>
      ↑(lineWeight S n i) * Complex.exp (Complex.I * ↑(t / bandWidth S n) * (↑i.1 - ↑i.2)) *
        Complex.exp (-(Complex.I * (↑t / ↑(bandWidth S n)) * ↑S)))
    (Complex.exp
        (↑S * (↑n + 1) * (Complex.exp (Complex.I * ↑(t / bandWidth S n)) - 1) +
          ↑S * ↑n * (Complex.exp (-(Complex.I * ↑(t / bandWidth S n))) - 1)) *
      Complex.exp (-(Complex.I * (↑t / ↑(bandWidth S n)) * ↑S)))
⊢ (fun p => ↑(lineWeight S n p) * Complex.exp (Complex.I * ↑t * ((↑p.1 - ↑p.2 - ↑S) / ↑(bandWidth S n)))) = fun i =>
    ↑(lineWeight S n i) * Complex.exp (Complex.I * ↑(t / bandWidth S n) * (↑i.1 - ↑i.2)) *
      Complex.exp (-(Complex.I * (↑t / ↑(bandWidth S n)) * ↑S))
Main.lean:85:61: error: unsolved goals
case e'_6
S n t : ℝ
h :
  HasSum
    (fun i =>
      ↑(lineWeight S n i) * Complex.exp (Complex.I * ↑(t / bandWidth S n) * (↑i.1 - ↑i.2)) *
        Complex.exp (-(Complex.I * (↑t / ↑(bandWidth S n)) * ↑S)))
    (Complex.exp
        (↑S * (↑n + 1) * (Complex.exp (Complex.I * ↑(t / bandWidth S n)) - 1) +
          ↑S * ↑n * (Complex.exp (-(Complex.I * ↑(t / bandWidth S n))) - 1)) *
      Complex.exp (-(Complex.I * (↑t / ↑(bandWidth S n)) * ↑S)))
⊢ Complex.exp
      (↑S * (↑n + 1) * (Complex.exp (Complex.I * (↑t / ↑(bandWidth S n))) - 1) +
          ↑S * ↑n * (Complex.exp (-(Complex.I * (↑t / ↑(bandWidth S n)))) - 1) -
        Complex.I * (↑t / ↑(bandWidth S n)) * ↑S) =
    Complex.exp
        (↑S * (↑n + 1) * (Complex.exp (Complex.I * ↑(t / bandWidth S n)) - 1) +
          ↑S * ↑n * (Complex.exp (-(Complex.I * ↑(t / bandWidth S n))) - 1)) *
      Complex.exp (-(Complex.I * (↑t / ↑(bandWidth S n)) * ↑S))
```

`convert h using 1` leaves three goals, but the proof has only two bullets. The first goal equates two `AddCommMonoid` structures on ℂ, so `funext`, which proves equalities of functions, does not apply. The second bullet, meant for the totals, therefore meets the equality of the summands, where no product of the form `Complex.exp ?x * Complex.exp ?y` occurs. The equality of the totals has no bullet left and is reported as unsolved. The added `rfl` closes the first goal, as the two structures are equal by definition, and each later bullet then meets its intended goal.

The change to `mul_assoc` cures a fault that the messages don't show, since the bullet stopped at `funext`. Without arguments, `mul_assoc` would first match the product `Complex.I * t * (…)` inside the exponential on the left and regroup that. The two exponentials on the right would stay apart, and `← Complex.exp_add` would find nothing to combine. Naming the line weight as the first factor makes the rewrite regroup the right-hand side, which puts the exponentials next to each other.

This version goes through:

```diff
@@ -89,6 +89,7 @@
   refine HasSum.tsum_eq ?_
   convert h using 1
+  · rfl
   · funext p
-    rw [mul_assoc, ← Complex.exp_add]
+    rw [mul_assoc (lineWeight S n p : ℂ), ← Complex.exp_add]
     congr 2
     push_cast
```
